# When the Fock matrix commutes with the occupied projector, twice the orbital gap bounds the first-order pair operator from below on the F12 range

Without a positive lower bound on its operator, the first-order pair equation can have no solution or infinitely many, and its quadratic functional can run off to −∞. In a finite real orbital basis, the theorems below supply such a bound on the range of the F12 projector, provided that the Fock matrix commutes with the occupied projector and the virtual energies lie above the two occupied ones.

```lean
import Mathlib

open Matrix
open scoped Kronecker

namespace F12Projector

variable {n : Type*} [Fintype n] [DecidableEq n]

/-- The Fock operator of an electron pair, `F1 + F2`. -/
def pairFock (F : Matrix n n ℝ) : Matrix (n × n) (n × n) ℝ :=
  F ⊗ₖ (1 : Matrix n n ℝ) + (1 : Matrix n n ℝ) ⊗ₖ F

/-- The F12 projector `Q = (1 - O) ⊗ (1 - O)`, built from the occupied projector `O`. -/
def strongQ (O : Matrix n n ℝ) : Matrix (n × n) (n × n) ℝ :=
  (1 - O) ⊗ₖ (1 - O)

/-- The operator `F1 + F2 - ei - ej` of the first-order pair equation. -/
def firstOrderOp (F : Matrix n n ℝ) (ei ej : ℝ) : Matrix (n × n) (n × n) ℝ :=
  pairFock F - (ei + ej) • (1 : Matrix (n × n) (n × n) ℝ)

/-- The product of two orbitals, as a pair function. -/
def pairProduct (v w : n → ℝ) : n × n → ℝ := fun p => v p.1 * w p.2

/-- An operator on electron 1 acts on the pair function with electron 2 held fixed. -/
theorem first_apply (A : Matrix n n ℝ) (u : n × n → ℝ) (a b : n) :
    ((A ⊗ₖ (1 : Matrix n n ℝ)) *ᵥ u) (a, b) = (A *ᵥ fun c => u (c, b)) a := by
  simp [Matrix.mulVec, dotProduct, Fintype.sum_prod_type, Matrix.one_apply]

/-- An operator on electron 2 acts on the pair function with electron 1 held fixed. -/
theorem second_apply (A : Matrix n n ℝ) (u : n × n → ℝ) (a b : n) :
    (((1 : Matrix n n ℝ) ⊗ₖ A) *ᵥ u) (a, b) = (A *ᵥ fun d => u (a, d)) b := by
  simp [Matrix.mulVec, dotProduct, Fintype.sum_prod_type_right, Matrix.one_apply]

/-- Strong orthogonality: `Q` leaves a pair function unchanged exactly when the occupied
projector annihilates it in each electron coordinate. -/
theorem strongQ_fixed_iff {O : Matrix n n ℝ} (hO : O * O = O) (u : n × n → ℝ) :
    strongQ O *ᵥ u = u ↔
      (O ⊗ₖ (1 : Matrix n n ℝ)) *ᵥ u = 0 ∧ ((1 : Matrix n n ℝ) ⊗ₖ O) *ᵥ u = 0 := by
  have h0 : O * (1 - O) = 0 := by rw [mul_sub, mul_one, hO, sub_self]
  constructor
  · intro hu
    constructor
    · rw [← hu, Matrix.mulVec_mulVec, strongQ, ← Matrix.mul_kronecker_mul, h0,
        Matrix.zero_kronecker, Matrix.zero_mulVec]
    · rw [← hu, Matrix.mulVec_mulVec, strongQ, ← Matrix.mul_kronecker_mul, h0,
        Matrix.kronecker_zero, Matrix.zero_mulVec]
  · rintro ⟨h1, h2⟩
    -- expand Q = 1 - O1 - O2 + O1 O2
    have hQ : strongQ O = (1 : Matrix n n ℝ) ⊗ₖ (1 : Matrix n n ℝ)
        - O ⊗ₖ (1 : Matrix n n ℝ) - (1 : Matrix n n ℝ) ⊗ₖ O
        + (O ⊗ₖ (1 : Matrix n n ℝ)) * ((1 : Matrix n n ℝ) ⊗ₖ O) := by
      rw [← Matrix.mul_kronecker_mul, mul_one, one_mul]
      ext ⟨a, b⟩ ⟨c, d⟩
      simp only [strongQ, Matrix.sub_apply, Matrix.add_apply, Matrix.kroneckerMap_apply]
      ring
    rw [hQ, Matrix.one_kronecker_one, Matrix.add_mulVec, Matrix.sub_mulVec,
      Matrix.sub_mulVec, ← Matrix.mulVec_mulVec, h1, h2, Matrix.one_mulVec,
      Matrix.mulVec_zero, sub_zero, sub_zero, add_zero]

/-- Let `O` be idempotent and commute with `F`, let `L` bound the quadratic form of `F` from below
on the kernel of `O`, and let `ei` and `ej` be at most `M`. Then `F1 + F2` commutes with the F12
projector, and on pair functions with `Q u = u` the quadratic form of `F1 + F2 - ei - ej` is bounded
below by `2 (L - M)`. -/
theorem f12_commute_and_gap {F O : Matrix n n ℝ} {L M ei ej : ℝ}
    (hc : F * O = O * F) (hO : O * O = O)
    (hL : ∀ v : n → ℝ, O *ᵥ v = 0 → L * (v ⬝ᵥ v) ≤ v ⬝ᵥ F *ᵥ v)
    (hi : ei ≤ M) (hj : ej ≤ M) :
    pairFock F * strongQ O = strongQ O * pairFock F ∧
      ∀ u : n × n → ℝ, strongQ O *ᵥ u = u →
        2 * (L - M) * (u ⬝ᵥ u) ≤ u ⬝ᵥ firstOrderOp F ei ej *ᵥ u := by
  constructor
  · have h : F * (1 - O) = (1 - O) * F := by
      rw [mul_sub, sub_mul, mul_one, one_mul, hc]
    simp only [pairFock, strongQ, add_mul, mul_add, ← Matrix.mul_kronecker_mul,
      one_mul, mul_one, h]
  · intro u hu
    obtain ⟨h1, h2⟩ := (strongQ_fixed_iff hO u).1 hu
    -- electron 1: sum the one-electron bound over the positions of electron 2
    have b1 : L * (u ⬝ᵥ u) ≤ u ⬝ᵥ (F ⊗ₖ (1 : Matrix n n ℝ)) *ᵥ u := by
      calc L * (u ⬝ᵥ u)
          = ∑ b, L * ((fun a => u (a, b)) ⬝ᵥ (fun a => u (a, b))) := by
            simp only [dotProduct, Fintype.sum_prod_type_right, Finset.mul_sum]
        _ ≤ ∑ b, (fun a => u (a, b)) ⬝ᵥ F *ᵥ (fun a => u (a, b)) := by
            refine Finset.sum_le_sum fun b _ => hL _ ?_
            ext a
            rw [← first_apply, h1]
            rfl
        _ = u ⬝ᵥ (F ⊗ₖ (1 : Matrix n n ℝ)) *ᵥ u := by
            simp only [dotProduct, Fintype.sum_prod_type_right, first_apply]
    -- electron 2: the same with the roles exchanged
    have b2 : L * (u ⬝ᵥ u) ≤ u ⬝ᵥ ((1 : Matrix n n ℝ) ⊗ₖ F) *ᵥ u := by
      calc L * (u ⬝ᵥ u)
          = ∑ a, L * ((fun b => u (a, b)) ⬝ᵥ (fun b => u (a, b))) := by
            simp only [dotProduct, Fintype.sum_prod_type, Finset.mul_sum]
        _ ≤ ∑ a, (fun b => u (a, b)) ⬝ᵥ F *ᵥ (fun b => u (a, b)) := by
            refine Finset.sum_le_sum fun a _ => hL _ ?_
            ext b
            rw [← second_apply, h2]
            rfl
        _ = u ⬝ᵥ ((1 : Matrix n n ℝ) ⊗ₖ F) *ᵥ u := by
            simp only [dotProduct, Fintype.sum_prod_type, second_apply]
    have hn : 0 ≤ u ⬝ᵥ u := Finset.sum_nonneg fun p _ => mul_self_nonneg (u p)
    rw [firstOrderOp, pairFock, Matrix.sub_mulVec, Matrix.add_mulVec, Matrix.smul_mulVec,
      Matrix.one_mulVec, dotProduct_sub, dotProduct_add, dotProduct_smul, smul_eq_mul]
    nlinarith [mul_nonneg (sub_nonneg.2 hi) hn, mul_nonneg (sub_nonneg.2 hj) hn]

/-- For `M < L` the first-order pair equation `(F1 + F2 - ei - ej) u = w`, with `w` in the
range of `Q`, has exactly one solution `u` in the range of `Q`. -/
theorem first_order_existsUnique {F O : Matrix n n ℝ} {L M ei ej : ℝ}
    (hc : F * O = O * F) (hO : O * O = O)
    (hL : ∀ v : n → ℝ, O *ᵥ v = 0 → L * (v ⬝ᵥ v) ≤ v ⬝ᵥ F *ᵥ v)
    (hi : ei ≤ M) (hj : ej ≤ M) (hML : M < L)
    (w : n × n → ℝ) (hw : strongQ O *ᵥ w = w) :
    ∃! u : n × n → ℝ, strongQ O *ᵥ u = u ∧ firstOrderOp F ei ej *ᵥ u = w := by
  obtain ⟨hcomm, hgap⟩ := f12_commute_and_gap hc hO hL hi hj
  have hAQ : firstOrderOp F ei ej * strongQ O = strongQ O * firstOrderOp F ei ej := by
    rw [firstOrderOp, sub_mul, mul_sub, hcomm, smul_mul_assoc, mul_smul_comm,
      one_mul, mul_one]
  have hQQ : strongQ O * strongQ O = strongQ O := by
    have h : (1 - O) * (1 - O) = 1 - O := by
      rw [sub_mul, one_mul, mul_sub, mul_one, hO, sub_self, sub_zero]
    rw [strongQ, ← Matrix.mul_kronecker_mul, h]
  generalize firstOrderOp F ei ej = A at *
  generalize strongQ O = Q at *
  -- the gap makes A injective on the range of Q
  have hker : ∀ u, Q *ᵥ u = u → A *ᵥ u = 0 → u = 0 := by
    intro u hu hA
    have h := hgap u hu
    rw [hA, dotProduct_zero] at h
    have hn : 0 ≤ u ⬝ᵥ u := Finset.sum_nonneg fun p _ => mul_self_nonneg (u p)
    exact dotProduct_self_eq_zero.1 (by nlinarith)
  -- extend A from the range of Q by the identity on the kernel of Q
  have hQB : Q * (A * Q + (1 - Q)) = A * Q := by
    rw [mul_add, mul_sub, mul_one, hQQ, sub_self, add_zero, ← mul_assoc, ← hAQ,
      mul_assoc, hQQ]
  have hinj : Function.Injective (A * Q + (1 - Q)).mulVecLin := by
    refine (injective_iff_map_eq_zero _).2 fun u hu => ?_
    rw [Matrix.mulVecLin_apply] at hu
    have h1 : A *ᵥ (Q *ᵥ u) = 0 := by
      rw [Matrix.mulVec_mulVec, ← hQB, ← Matrix.mulVec_mulVec, hu, Matrix.mulVec_zero]
    have h2 : Q *ᵥ u = 0 := hker _ (by rw [Matrix.mulVec_mulVec, hQQ]) h1
    rwa [Matrix.add_mulVec, Matrix.sub_mulVec, Matrix.one_mulVec, ← Matrix.mulVec_mulVec,
      h2, Matrix.mulVec_zero, sub_zero, zero_add] at hu
  obtain ⟨u, hu⟩ := LinearMap.injective_iff_surjective.1 hinj w
  rw [Matrix.mulVecLin_apply] at hu
  have hs : A *ᵥ (Q *ᵥ u) = w := by
    rw [Matrix.mulVec_mulVec, ← hQB, ← Matrix.mulVec_mulVec, hu, hw]
  refine ⟨Q *ᵥ u, ⟨by rw [Matrix.mulVec_mulVec, hQQ], hs⟩, ?_⟩
  rintro y ⟨hy, hyw⟩
  refine sub_eq_zero.1 (hker _ ?_ ?_)
  · rw [Matrix.mulVec_sub, hy, Matrix.mulVec_mulVec, hQQ]
  · rw [Matrix.mulVec_sub, hyw, hs, sub_self]

/-- For `M < L` the quadratic pair functional `⟨u, (F1 + F2 - ei - ej) u⟩ + 2 ⟨u, w⟩` is at
least `-‖w‖² / (2 (L - M))` on the range of `Q`. -/
theorem pair_functional_lower_bound {F O : Matrix n n ℝ} {L M ei ej : ℝ}
    (hc : F * O = O * F) (hO : O * O = O)
    (hL : ∀ v : n → ℝ, O *ᵥ v = 0 → L * (v ⬝ᵥ v) ≤ v ⬝ᵥ F *ᵥ v)
    (hi : ei ≤ M) (hj : ej ≤ M) (hML : M < L)
    (u w : n × n → ℝ) (hu : strongQ O *ᵥ u = u) :
    -(w ⬝ᵥ w) / (2 * (L - M)) ≤ u ⬝ᵥ firstOrderOp F ei ej *ᵥ u + 2 * (u ⬝ᵥ w) := by
  have hb := (f12_commute_and_gap hc hO hL hi hj).2 u hu
  have hD : 0 < 2 * (L - M) := by linarith
  generalize 2 * (L - M) = D at *
  -- complete the square
  have hs : 0 ≤ (D • u + w) ⬝ᵥ (D • u + w) :=
    Finset.sum_nonneg fun p _ => mul_self_nonneg ((D • u + w) p)
  simp only [add_dotProduct, dotProduct_add, smul_dotProduct, dotProduct_smul,
    smul_eq_mul, dotProduct_comm w u] at hs
  rw [div_le_iff₀ hD]
  nlinarith [mul_le_mul_of_nonneg_left hb hD.le]

/-- The product of two virtual eigenorbitals with energies `a` and `b` lies in the range of `Q`, and
`F1 + F2 - ei - ej` multiplies it by `a + b - ei - ej`. -/
theorem virtual_pair_eigen {F O : Matrix n n ℝ} {a b : ℝ} (ei ej : ℝ) {v w : n → ℝ}
    (hO : O * O = O) (hv : O *ᵥ v = 0) (hw : O *ᵥ w = 0)
    (hFv : F *ᵥ v = a • v) (hFw : F *ᵥ w = b • w) :
    strongQ O *ᵥ pairProduct v w = pairProduct v w ∧
      firstOrderOp F ei ej *ᵥ pairProduct v w
        = (a + b - ei - ej) • pairProduct v w := by
  have k1 : ∀ (A : Matrix n n ℝ) (x y : n),
      ((A ⊗ₖ (1 : Matrix n n ℝ)) *ᵥ pairProduct v w) (x, y) = (A *ᵥ v) x * w y := by
    intro A x y
    rw [first_apply]
    simp only [pairProduct, Matrix.mulVec, dotProduct, Finset.sum_mul, mul_assoc]
  have k2 : ∀ (A : Matrix n n ℝ) (x y : n),
      (((1 : Matrix n n ℝ) ⊗ₖ A) *ᵥ pairProduct v w) (x, y) = v x * (A *ᵥ w) y := by
    intro A x y
    rw [second_apply]
    simp only [pairProduct, Matrix.mulVec, dotProduct, Finset.mul_sum]
    exact Finset.sum_congr rfl fun d _ => by ring
  constructor
  · refine (strongQ_fixed_iff hO _).2 ⟨?_, ?_⟩
    · ext ⟨x, y⟩
      rw [k1, hv]
      simp
    · ext ⟨x, y⟩
      rw [k2, hw]
      simp
  · ext ⟨x, y⟩
    rw [firstOrderOp, pairFock, Matrix.sub_mulVec, Matrix.add_mulVec, Matrix.smul_mulVec,
      Matrix.one_mulVec, Pi.sub_apply, Pi.add_apply, k1, k2, hFv, hFw]
    simp only [Pi.smul_apply, smul_eq_mul, pairProduct]
    ring

/-- The Fock matrix of a two-site Hückel model with hopping `-1`. -/
def huckelF : Matrix (Fin 2) (Fin 2) ℝ := !![0, -1; -1, 0]

/-- The projector on the symmetric orbital of the two-site model. -/
noncomputable def huckelO : Matrix (Fin 2) (Fin 2) ℝ := !![1/2, 1/2; 1/2, 1/2]

/-- The two-site Hückel model meets the hypotheses on `F` and `O` with `L = 1`, and its
occupied orbital has energy `-1`. -/
theorem huckel_witness :
    huckelF * huckelO = huckelO * huckelF ∧ huckelO * huckelO = huckelO ∧
      (∀ v : Fin 2 → ℝ, huckelO *ᵥ v = 0 → 1 * (v ⬝ᵥ v) ≤ v ⬝ᵥ huckelF *ᵥ v) ∧
      huckelO *ᵥ ![1, 1] = ![1, 1] ∧ huckelF *ᵥ ![1, 1] = (-1 : ℝ) • ![1, 1] := by
  refine ⟨?_, ?_, ?_, ?_, ?_⟩
  · ext i j
    fin_cases i <;> fin_cases j <;>
      norm_num [huckelF, huckelO, Matrix.mul_apply, Fin.sum_univ_two]
  · ext i j
    fin_cases i <;> fin_cases j <;>
      norm_num [huckelO, Matrix.mul_apply, Fin.sum_univ_two]
  · intro v hv
    have h := congrFun hv 0
    simp [huckelO, Matrix.mulVec, dotProduct, Fin.sum_univ_two] at h
    have h1 : v 1 = -v 0 := by linarith
    simp [huckelF, Matrix.mulVec, dotProduct, Fin.sum_univ_two, h1]
  · ext i
    fin_cases i <;> norm_num [huckelO, Matrix.mulVec, dotProduct, Fin.sum_univ_two]
  · ext i
    fin_cases i <;> norm_num [huckelF, Matrix.mulVec, dotProduct, Fin.sum_univ_two]

end F12Projector
```

```lean
#print axioms F12Projector.f12_commute_and_gap
-- 'F12Projector.f12_commute_and_gap' depends on axioms: [propext, Classical.choice, Quot.sound]
#print axioms F12Projector.first_order_existsUnique
-- 'F12Projector.first_order_existsUnique' depends on axioms: [propext, Classical.choice, Quot.sound]
#print axioms F12Projector.pair_functional_lower_bound
-- 'F12Projector.pair_functional_lower_bound' depends on axioms: [propext, Classical.choice, Quot.sound]
#print axioms F12Projector.virtual_pair_eigen
-- 'F12Projector.virtual_pair_eigen' depends on axioms: [propext, Classical.choice, Quot.sound]
```

## Pair functions, the projector and the gap

The finite type `n` labels an orthonormal one-electron basis. An orbital is a real vector v(a), and a pair function is a real vector u(a,b), with electron 1 at a and electron 2 at b. The scalar product ⟨u,w⟩ is `u ⬝ᵥ w`, and ‖u‖² is `u ⬝ᵥ u`.

For a one-electron matrix A, write A1 = A ⊗ 1 and A2 = 1 ⊗ A. With the Fock matrix F and the occupied projector O, the definitions `pairFock`, `strongQ` and `firstOrderOp` are

F1 + F2,

Q = (1 − O) ⊗ (1 − O),

H = F1 + F2 − ei − ej,

where H is this text's short name for the third. The numbers ei and ej stand for the energies of the occupied orbitals from which the pair is excited.

The main theorem, `f12_commute_and_gap`, assumes that FO = OF, that O² = O, that ei and ej are at most M, and that

⟨v,Fv⟩ ≥ L‖v‖² whenever Ov = 0.

It concludes that F1 + F2 commutes with Q, and that

⟨u,Hu⟩ ≥ 2(L − M)‖u‖² whenever Qu = u.

## What the hypotheses mean for a molecule

In the physical case F and O are symmetric. Then FO = OF says that F does not couple occupied with virtual orbitals, which is the Brillouin condition in this basis. In F12 calculations the orbitals are usually optimised in a smaller basis than the one that also holds the complementary functions, and in the larger basis the condition then holds only approximately. The condition on L says that every virtual orbital energy is at least L. It is assumed, not derived from a self-consistent field calculation. The theorems do not need the symmetry of F or O, so neither is assumed.

The result concerns the zeroth-order operator of second-order perturbation theory for pairs, which is a sum of one-electron terms. If FO = OF and the virtual energies stay above the occupied ones, the first-order pair equation in a finite basis, with its right-hand side in the range of Q, has exactly one solution in that range.

H contains no correlation factor and no explicit two-electron repulsion. In a Hartree–Fock calculation the mean-field part of the repulsion is contained in F, and in an F12 calculation the correlation factor enters the trial form of u. Many F12 methods also project out products of virtual orbitals from a smaller basis, and Q has no such factor. No exchange symmetry is imposed on u, so the bound applies to symmetric and antisymmetric pair functions alike. Over spatial orbitals these describe singlet and triplet pairs.

## From virtual slices to the pair bound

An operator on one electron leaves the other coordinate alone:

(F1 u)(a,b) = Σ_c F(a,c) u(c,b),

(F2 u)(a,b) = Σ_d F(b,d) u(a,d).

These are `first_apply` and `second_apply`, proved by expanding the sums over pairs.

Next, `strongQ_fixed_iff` shows that Qu = u exactly when O1 u = 0 and O2 u = 0, which is strong orthogonality. Since O(1 − O) = 0, the product rule for Kronecker products gives O1 Q = 0 and O2 Q = 0. If Qu = u, then O1 u = O1 Qu = 0, and likewise for O2. Conversely,

Q = 1 − O1 − O2 + O1 O2,

so if O1 and O2 both annihilate u, only the first term survives and Qu = u.

Now let Qu = u. For each fixed b, the slice a ↦ u(a,b) is annihilated by O, so the one-electron bound applies to it. Summing over b gives

⟨u,F1 u⟩ = Σ_b ⟨u(·,b), F u(·,b)⟩ ≥ L Σ_b ‖u(·,b)‖² = L‖u‖².

This is the `calc` block `b1`; `b2` does the same for F2 with slices at fixed a. Adding the two and using ei + ej ≤ 2M,

⟨u,Hu⟩ ≥ (2L − ei − ej)‖u‖² ≥ 2(L − M)‖u‖².

The closing `nlinarith` receives the products of M − ei and M − ej with ‖u‖² ≥ 0.

For the commutator, FO = OF gives F(1 − O) = (1 − O)F, hence

F1 Q = F(1 − O) ⊗ (1 − O) = (1 − O)F ⊗ (1 − O) = Q F1.

The same holds for F2. This half of the theorem is where FO = OF enters; the lower bound does not use it.

## Exactly one first-order pair function

Keep the hypotheses of the main theorem, let M < L, and let w satisfy Qw = w. Then `first_order_existsUnique` says that Hu = w has exactly one solution with Qu = u.

Since H commutes with Q, it maps the range of Q into itself. If Qu = u and Hu = 0, the bound gives 0 ≥ 2(L − M)‖u‖², so u = 0. An injective linear map of a finite-dimensional space into itself is surjective, which gives existence.

Lean carries this out on the whole pair space, with H on the range of Q extended by the identity on the kernel of Q:

B = HQ + (1 − Q), with QB = HQ.

If Bu = 0, then HQu = QBu = 0, so Qu = 0 by injectivity on the range. Then Bu = u, and so u = 0. Hence B is injective, therefore surjective, and some u has Bu = w. Its projection solves the equation, because

H(Qu) = QBu = Qw = w.

The difference of two solutions lies in the range of Q and is annihilated by H, so it vanishes.

## A floor for the pair functional

Keep the hypotheses of the main theorem and M < L, and put D = 2(L − M) > 0. Completing the square,

0 ≤ ‖Du + w‖² = D²‖u‖² + 2D⟨u,w⟩ + ‖w‖².

Division by D, together with ⟨u,Hu⟩ ≥ D‖u‖², gives for every u with Qu = u

⟨u,Hu⟩ + 2⟨u,w⟩ ≥ −‖w‖²/D.

This is `pair_functional_lower_bound`, where w may be any pair function. For symmetric F and O, and w in the range of Q, the stationary point obeys Hu = −w, so w enters here with the opposite sign to the w of the pair equation.

## Products of virtual orbitals and a two-site check

In `virtual_pair_eigen`, v and w are orbitals annihilated by O, with Fv = av and Fw = bw, so a and b are now energies. At positions x and y,

(F1 (v ⊗ w))(x,y) = (Fv)(x) w(y) = a v(x) w(y),

and F2 gives b in the same way. Hence H multiplies the product by a + b − ei − ej. The product lies in the range of Q because O annihilates both v and w. For nonzero v and w this is a genuine eigenvector. With a = b = L and ei = ej = M the eigenvalue is 2(L − M), so the bound is attained.

The two-site Hückel model with hopping −1 has the normalised occupied orbital (1,1)/√2 at energy −1 and the virtual orbital (1,−1)/√2 at energy +1. `huckel_witness` verifies the conditions on F and O with L = 1, using the unnormalised vector (1,1) for the occupied orbital. For the virtual condition, Ov = 0 forces v(1) = −v(0), and then ⟨v,Fv⟩ = 2v(0)² = ‖v‖². With ei = ej = M = −1 the lower bound is 4‖u‖², and the doubly excited product has eigenvalue 1 + 1 + 1 + 1 = 4.
